# n steps of velocity Verlet are n steps of symplectic Euler between two opposite half kicks

Take two steps of velocity Verlet, each made of half a kick, a drift and half a kick. A kick $K_t(x,v)=(x,\,v+t\,a(x))$ changes the velocity at fixed position $x$, where $a$ is the acceleration; a drift $D_t(x,v)=(x+t\,v,\,v)$ moves the position at fixed velocity. With step size $h$ and the rightmost map acting first, the two half kicks in the middle merge:

$$K_{h/2}D_hK_{h/2}\;K_{h/2}D_hK_{h/2}=K_{h/2}D_h\,K_h\,D_hK_{h/2}=K_{-h/2}\,(K_hD_h)(K_hD_h)\,K_{h/2}.$$

The last equality writes the final half kick as a full kick followed by half a kick backwards. What stands between the outer kicks is two steps of symplectic Euler, $K_hD_h$. The same regrouping works for any number of steps.

## Phase space and the three integrators

```lean
import Mathlib

open Function

namespace VerletConjugacy

noncomputable section

variable {V : Type*} [AddCommGroup V] [Module ℝ V]
```

`V` is any real vector space. For $N$ particles it is $\mathbb R^{3N}$, and a point `z : V × V` holds all positions in `z.1` and all velocities in `z.2`.

```lean
/-- The kick: the velocity changes by `t` times the acceleration at the fixed position. -/
def kick (a : V → V) (t : ℝ) (z : V × V) : V × V := (z.1, z.2 + t • a z.1)
```

This is $K_t$; the sign `•` multiplies a vector by a number. The acceleration `a : V → V` is an arbitrary function of position, with the masses already divided out. It need not be smooth or come from a potential, but it cannot depend on velocity or time, which leaves out friction and thermostats.

```lean
/-- The drift: free flight for a time `t` at fixed velocity. -/
def drift (t : ℝ) (z : V × V) : V × V := (z.1 + t • z.2, z.2)
```

This is $D_t$.

```lean
/-- One step of symplectic Euler: a full drift followed by a full kick. -/
def symplecticEuler (a : V → V) (h : ℝ) (z : V × V) : V × V := kick a h (drift h z)
```

Symplectic Euler is $E_h=K_hD_h$, with the drift first. The name is traditional: for an arbitrary `a` the map need not be symplectic, and the theorems below don't use that property.

```lean
/-- One step of velocity Verlet in its textbook form: the position is advanced to second order,
and the velocity with the mean of the old and new accelerations. -/
def velocityVerlet (a : V → V) (h : ℝ) (z : V × V) : V × V :=
  (z.1 + h • z.2 + (h ^ 2 / 2) • a z.1,
    z.2 + (h / 2) • (a z.1 + a (z.1 + h • z.2 + (h ^ 2 / 2) • a z.1)))
```

Velocity Verlet, $W_h$, is defined by its textbook update:

$$x'=x+hv+\tfrac{h^2}{2}a(x),\qquad v'=v+\tfrac h2\bigl(a(x)+a(x')\bigr).$$

Its splitting into kicks and a drift therefore has to be proved.

```lean
/-- One step of position Verlet: half a drift, a full kick, half a drift. -/
def positionVerlet (a : V → V) (h : ℝ) (z : V × V) : V × V :=
  drift (h / 2) (kick a h (drift (h / 2) z))
```

Position Verlet is $P_h=D_{h/2}K_hD_{h/2}$.

## Merging kicks and splitting the Verlet step

```lean
/-- Two successive kicks are one kick for the total time. -/
theorem kick_kick (a : V → V) (s t : ℝ) (z : V × V) :
    kick a s (kick a t z) = kick a (s + t) z := by
  refine Prod.ext rfl ?_
  simp only [kick]
  module
```

A kick leaves $x$ alone, so the second kick sees the same acceleration as the first: $v+t\,a(x)+s\,a(x)=v+(s+t)\,a(x)$. In Lean, `Prod.ext` splits an equality of pairs into its two components. The positions agree by definition (`rfl`), and `module` does the vector algebra for the velocities. With $s=-t$, the theorem shows that $K_{-t}$ undoes $K_t$.

```lean
/-- Two successive drifts are one drift for the total time. -/
theorem drift_drift (s t : ℝ) (z : V × V) :
    drift s (drift t z) = drift (s + t) z := by
  refine Prod.ext ?_ rfl
  simp only [drift]
  module
```

The same holds for drifts, since $x+tv+sv=x+(s+t)v$.

```lean
/-- The textbook velocity Verlet step is half a kick, a full drift and half a kick. -/
theorem velocityVerlet_eq_kick_drift_kick (a : V → V) (h : ℝ) (z : V × V) :
    velocityVerlet a h z = kick a (h / 2) (drift h (kick a (h / 2) z)) := by
  -- both forms reach the same new position, where the force is evaluated
  have hx : z.1 + h • (z.2 + (h / 2) • a z.1)
      = z.1 + h • z.2 + (h ^ 2 / 2) • a z.1 := by module
  simp only [velocityVerlet, kick, drift, hx]
  refine Prod.ext rfl ?_
  dsimp only
  module
```

Follow the three moves. The half kick gives $v_{1/2}=v+\frac h2a(x)$. The drift gives

$$x'=x+h\,v_{1/2}=x+hv+\tfrac{h^2}{2}a(x),$$

and the second half kick gives $v'=v_{1/2}+\frac h2a(x')$, which is the textbook velocity. The line `hx` is the computation of $x'$. It comes first because $a$ is an unknown function: Lean can match the two accelerations only once their arguments have been brought to the same form.

## From one step to n steps

```lean
/-- Half a kick carries each velocity Verlet step into a symplectic Euler step. -/
theorem kick_semiconj (a : V → V) (h : ℝ) :
    Semiconj (kick a (h / 2)) (velocityVerlet a h) (symplecticEuler a h) := by
  intro z
  rw [velocityVerlet_eq_kick_drift_kick, kick_kick, add_halves, symplecticEuler]
```

`Semiconj f g k` means $f(g(z))=k(f(z))$ for every $z$. Here it reads $K_{h/2}W_h=E_hK_{h/2}$, and the argument is one line:

$$K_{h/2}\,(K_{h/2}D_hK_{h/2})=K_hD_h\,K_{h/2}.$$

The rewriting follows it: split the Verlet step, merge the kicks, and use $\frac h2+\frac h2=h$.

```lean
/-- Half a drift carries each symplectic Euler step into a position Verlet step. -/
theorem drift_semiconj (a : V → V) (h : ℝ) :
    Semiconj (drift (h / 2)) (symplecticEuler a h) (positionVerlet a h) := by
  intro z
  rw [symplecticEuler, positionVerlet, drift_drift, add_halves]
```

Likewise $D_{h/2}E_h=P_hD_{h/2}$, because both sides are $D_{h/2}K_hD_h$.

```lean
/-- Main theorem: `n` steps of velocity Verlet are half a kick, `n` steps of symplectic Euler,
and half a kick backwards. -/
theorem velocityVerlet_iterate (a : V → V) (h : ℝ) (n : ℕ) :
    (velocityVerlet a h)^[n]
      = kick a (-(h / 2)) ∘ (symplecticEuler a h)^[n] ∘ kick a (h / 2) := by
  funext z
  have hs := ((kick_semiconj a h).iterate_right n).eq z
  simp only [Function.comp_apply]
  -- move the half kick through the n steps, then undo it
  rw [← hs, kick_kick]
  simp [kick]
```

The notation `f^[n]` is the $n$-fold iterate and `∘` is composition, so the statement is

$$W_h^n=K_{-h/2}\,E_h^n\,K_{h/2}$$

for every real $h$ and every $n$, including $n=0$, where both sides are the identity. By hand, each use of $K_{h/2}W_h=E_hK_{h/2}$ moves the half kick past one step, so $K_{h/2}W_h^n=E_h^nK_{h/2}$. Applying $K_{-h/2}$ on the left gives the claim. In the proof, `iterate_right n` supplies the repeated move, and `kick_kick` with the final `simp` cancels the opposite kicks.

Since kicks do not change positions, a molecular dynamics run with fixed step, position-dependent forces and exact arithmetic visits the same positions under both schemes, provided that the Euler run starts from the half-kicked velocity.

```lean
/-- `n` steps of velocity Verlet are `n` steps of position Verlet, preceded by half a kick and
half a drift, and followed by the same two moves undone. -/
theorem velocityVerlet_iterate_eq_positionVerlet (a : V → V) (h : ℝ) (n : ℕ) :
    (velocityVerlet a h)^[n]
      = kick a (-(h / 2)) ∘ drift (-(h / 2)) ∘ (positionVerlet a h)^[n]
          ∘ drift (h / 2) ∘ kick a (h / 2) := by
  rw [velocityVerlet_iterate]
  funext z
  have hs := ((drift_semiconj a h).iterate_right n).eq (kick a (h / 2) z)
  simp only [Function.comp_apply]
  rw [← hs, drift_drift]
  simp [drift]
```

The drift relation gives $E_h^n=D_{-h/2}P_h^nD_{h/2}$ in the same way. Inserting this into the previous formula yields

$$W_h^n=K_{-h/2}D_{-h/2}\,P_h^n\,D_{h/2}K_{h/2}.$$

## A conserved quantity carried over to Verlet

```lean
/-- A quantity conserved by symplectic Euler, evaluated after half a kick, is conserved along
every velocity Verlet trajectory. -/
theorem invariant_transfer {β : Type*} (a : V → V) (h : ℝ) (Q : V × V → β)
    (hQ : ∀ z, Q (symplecticEuler a h z) = Q z) (n : ℕ) (z : V × V) :
    Q (kick a (h / 2) ((velocityVerlet a h)^[n] z)) = Q (kick a (h / 2) z) := by
  rw [((kick_semiconj a h).iterate_right n).eq z]
  induction n with
  | zero => rfl
  | succ n ih => rw [Function.iterate_succ_apply', hQ, ih]
```

Suppose that $Q(E_hz)=Q(z)$ for all $z$. Then

$$Q(K_{h/2}W_h^nz)=Q(E_h^nK_{h/2}z)=Q(K_{h/2}z).$$

The first equality is the `rw`, and the second is the induction on $n$. The values of `Q` may lie in any type `β`. The theorem takes the invariant as given and does not supply one for a general force.

```lean
/-- The acceleration of a harmonic oscillator of angular frequency `ω` on the line. -/
def harmonicAcceleration (ω x : ℝ) : ℝ := -(ω ^ 2 * x)
```

For the harmonic oscillator on the line, $a(x)=-\omega^2x$, and an invariant can be written down.

```lean
/-- For the harmonic oscillator, velocity Verlet conserves `v² + ω² (1 - h² ω² / 4) x²` exactly,
for every step size and any number of steps. -/
theorem harmonic_verlet_invariant (ω h : ℝ) (n : ℕ) (z : ℝ × ℝ) :
    ((velocityVerlet (harmonicAcceleration ω) h)^[n] z).2 ^ 2
        + ω ^ 2 * (1 - h ^ 2 * ω ^ 2 / 4)
          * ((velocityVerlet (harmonicAcceleration ω) h)^[n] z).1 ^ 2
      = z.2 ^ 2 + ω ^ 2 * (1 - h ^ 2 * ω ^ 2 / 4) * z.1 ^ 2 := by
  -- the quadratic form conserved by symplectic Euler has a cross term
  have key := invariant_transfer (harmonicAcceleration ω) h
    (fun y : ℝ × ℝ => y.2 ^ 2 + ω ^ 2 * y.1 ^ 2 + h * ω ^ 2 * y.1 * y.2)
    (by
      intro y
      simp only [symplecticEuler, kick, drift, harmonicAcceleration, smul_eq_mul]
      ring) n z
  -- the half kick removes the cross term
  simp only [kick, harmonicAcceleration, smul_eq_mul] at key
  linear_combination key

end

end VerletConjugacy
```

Take $Q(x,v)=v^2+\omega^2x^2+h\omega^2xv$. An Euler step gives $x'=x+hv$ and $v'=v-h\omega^2x'$, hence $v'+h\omega^2x'=v$ and

$$Q(x',v')=v'v+\omega^2x'^2=v^2+\omega^2x'(x'-hv)=v^2+\omega^2x'x=Q(x,v).$$

This is the step that `ring` checks. Evaluating $Q$ after half a kick, at velocity $v-\frac h2\omega^2x$, cancels the cross term:

$$Q(K_{h/2}(x,v))=v^2+\omega^2\Bigl(1-\tfrac{h^2\omega^2}{4}\Bigr)x^2.$$

In Lean, `key` is the transferred conservation law, and `linear_combination key` carries out this expansion on both sides.

For this linear force, then, Verlet exactly conserves a quadratic expression that tends to $v^2+\omega^2x^2$, twice the energy per unit mass, as $h\to0$. Conservation at every step size is not stability at every step size: the expression confines the trajectory to an ellipse only when $\omega\neq0$ and $|h\omega|<2$, where the coefficient of $x^2$ is positive.

```lean
#print axioms VerletConjugacy.velocityVerlet_iterate
#print axioms VerletConjugacy.velocityVerlet_iterate_eq_positionVerlet
#print axioms VerletConjugacy.harmonic_verlet_invariant
```

```
'VerletConjugacy.velocityVerlet_iterate' depends on axioms: [propext, Classical.choice, Quot.sound]
'VerletConjugacy.velocityVerlet_iterate_eq_positionVerlet' depends on axioms: [propext, Classical.choice, Quot.sound]
'VerletConjugacy.harmonic_verlet_invariant' depends on axioms: [propext, Classical.choice, Quot.sound]
```
